# Multiplication by max(rc − r, 0)^(k+1) preserves C^k smoothness, but the factor itself is not C^(k+1)

A truncated radial function can be given by two formulas, one on each side of the cutoff radius rc, or by one formula on the whole real line. The second description is used here. The distance r ranges over all real numbers, and for each natural number k the cutoff factor of order k is

c_k(r) = max(rc − r, 0)^(k+1).

The order k is one less than the exponent, so c_0 is a linear ramp down to zero. The radial function g is also defined on all of ℝ, and its smoothness is required everywhere, including at r ≤ 0. A function that diverges at the origin, such as 1/r, is therefore covered only after it has been replaced near r = 0 by a smooth one.

Write C^n for "n times continuously differentiable". If g is C^k, then c_k g is C^k, while c_k alone is not C^(k+1). If g has one more continuous derivative, so that it is C^(k+1), there is a sharp criterion: c_k g is C^(k+1) exactly when g(rc) = 0. For a single pair energy c_k g with g in C^1, k = 1 makes the radial force continuous at the cutoff, whereas k = 0 does so only if g(rc) = 0. A continuous force matters for energy conservation in molecular dynamics.

## Differentiation lowers the order by one

The derivation rests on the identity

c_(k+1)′(r) = −(k+2) c_k(r) for every real r.

For r < rc it is the derivative of (rc − r)^(k+2), and for r > rc both sides are zero. At r = rc, use the factorisation

c_(k+1)(r) = (r − rc) · (−c_k(r)),

which holds on both sides of rc. Since c_(k+1)(rc) = 0, the difference quotient at rc is −c_k(r), and it tends to −c_k(rc) = 0, as the identity requires.

Smoothness follows by induction. The ramp c_0 is continuous, hence C^0. If c_k is C^k, then c_(k+1) has a C^k derivative and is C^(k+1). A product of C^k functions is C^k, so c_k g is C^k whenever g is.

The same identity shows that c_k is not C^(k+1) at rc. For k = 0, substitute r = rc − x, so that c_0(rc − x) = max(x, 0) and

|x| = 2 c_0(rc − x) − x.

If c_0 were differentiable at rc, the absolute value would be differentiable at zero, which is false. For the induction step, suppose that c_(k+1) were C^(k+2) at rc. Its derivative −(k+2) c_k would be C^(k+1) there, and division by the nonzero constant −(k+2) would make c_k C^(k+1) at rc, contrary to the induction hypothesis.

## The value g(rc) decides the next derivative

Let g be C^(k+1). If g(rc) ≠ 0, then g is nonzero near rc, and there

c_k = (c_k g) / g.

If c_k g were C^(k+1), the quotient would be too, which has just been excluded.

Now let g(rc) = 0. For k = 0 the derivative is

(c_0 g)′(r) = −g(min(r, rc)) + c_0(r) g′(r).

For r < rc this is the product rule for (rc − r) g(r). For r > rc both terms vanish, because g(rc) = 0. At rc, the factorisation c_0(r) g(r) = (r − rc) · (−g(min(r, rc))) gives the derivative −g(rc) = 0. The right-hand side is continuous, so c_0 g is C^1.

For the step from k to k+1, g is C^(k+2), and the product rule gives

(c_(k+1) g)′ = −(k+2) c_k g + c_(k+1) g′.

The first term is C^(k+1) by the induction hypothesis. The second is a product of two C^(k+1) functions. Hence c_(k+1) g is C^(k+2).

## Two examples with rc = 2

Take k = 1 and g(r) = r. For r ≤ 2 the truncated function is f(r) = r(2 − r)², and for r < 2

f′(r) = (2 − r)(2 − 3r),
f″(r) = 6r − 8.

As r approaches 2 from below, f′ tends to 0 and f″ tends to 4. Beyond the cutoff both are zero, so the first derivative is continuous and the second jumps. With g(r) = r − 2 instead, f(r) = −(2 − r)³ inside the cutoff and f″(r) = −6(2 − r), which tends to 0: the jump has gone, in agreement with g(2) = 0.

The criterion fails if g is only continuous. Take k = 0 and g(r) = |r − 1| − 1, so that g(2) = 0. Near r = 1 the product is −r(2 − r) on the left and −(2 − r)² on the right, with one-sided slopes 0 and 2 at r = 1. The product is not C^1, although g vanishes at the cutoff radius. The kink lies inside the cutoff and comes from g.

## The cutoff factor in Lean

```lean
import Mathlib

open Filter Topology

namespace PolynomialCutoff

noncomputable section
```

The definition transcribes c_k(r) as `cutoff k rc r`. The radius `rc` may be any real number; no sign is assumed.

```lean
/-- The polynomial cutoff factor `max (rc - r) 0 ^ (k + 1)` with cutoff radius `rc`. -/
def cutoff (k : ℕ) (rc r : ℝ) : ℝ := max (rc - r) 0 ^ (k + 1)
```

Two lemmas give the formula on each side. Both include the point r = rc, where the two formulas agree.

```lean
/-- Inside the cutoff radius the factor is the power `(rc - r) ^ (k + 1)`. -/
theorem cutoff_of_le (k : ℕ) {rc r : ℝ} (h : r ≤ rc) :
    cutoff k rc r = (rc - r) ^ (k + 1) := by
  rw [cutoff, max_eq_left (by linarith)]

/-- At and beyond the cutoff radius the factor is zero. -/
theorem cutoff_of_ge (k : ℕ) {rc r : ℝ} (h : rc ≤ r) : cutoff k rc r = 0 := by
  rw [cutoff, max_eq_right (by linarith), zero_pow (Nat.succ_ne_zero k)]
```

Continuity is the case C^0 and also supplies the limit needed at rc.

```lean
private theorem cutoff_continuous (k : ℕ) (rc : ℝ) : Continuous (cutoff k rc) :=
  ((continuous_const.sub continuous_id).max continuous_const).pow _
```

## Derivatives at the joining point

The next lemma is the factorisation argument in general form: if f(r) = (r − a) h(r) and h is continuous at a, then f has derivative h(a) at a. Its proof identifies the slope of f with h away from a.

```lean
private theorem hasDerivAt_of_factor {f h : ℝ → ℝ} {a : ℝ}
    (hf : ∀ r, f r = (r - a) * h r) (hh : ContinuousAt h a) : HasDerivAt f (h a) a := by
  rw [hasDerivAt_iff_tendsto_slope]
  refine (hh.tendsto.mono_left nhdsWithin_le_nhds).congr' ?_
  filter_upwards [self_mem_nhdsWithin] with r hr
  have hne : r - a ≠ 0 := sub_ne_zero.mpr hr
  rw [slope_def_field, hf r, hf a, sub_self, zero_mul, sub_zero, mul_div_cancel_left₀ _ hne]
```

The second tool is the step used in each smoothness induction: a function whose derivative everywhere is a C^k function is C^(k+1). In Lean, `HasDerivAt f d r` says that f is differentiable at r with derivative d, and `ContDiff ℝ k f` says that f is C^k on the whole line.

```lean
private theorem contDiff_succ_of_hasDerivAt {k : ℕ} {f f' : ℝ → ℝ}
    (h : ∀ r, HasDerivAt f (f' r) r) (h' : ContDiff ℝ k f') : ContDiff ℝ (k + 1) f := by
  refine contDiff_succ_iff_deriv.2
    ⟨fun r => (h r).differentiableAt, fun hk => absurd hk (by simp), ?_⟩
  rwa [show deriv f = f' from funext fun r => (h r).deriv]
```

The derivative identity is proved in the three cases r < rc, r = rc and r > rc. In the outer cases the function agrees near r with a power or with zero; the middle case applies the factorisation lemma.

```lean
/-- The derivative of the cutoff factor of order `k + 1` is `-(k + 2)` times the factor of
order `k`, at every distance including the cutoff radius. -/
theorem hasDerivAt_cutoff (k : ℕ) (rc r : ℝ) :
    HasDerivAt (cutoff (k + 1) rc) (-((k : ℝ) + 2) * cutoff k rc r) r := by
  rcases lt_trichotomy r rc with h | h | h
  · have hp := ((hasDerivAt_id' r).const_sub rc).fun_pow (k + 1 + 1)
    have he : cutoff (k + 1) rc =ᶠ[𝓝 r] fun s => (rc - s) ^ (k + 1 + 1) := by
      filter_upwards [Iio_mem_nhds h] with s hs
      exact cutoff_of_le _ (le_of_lt hs)
    refine (hp.congr_of_eventuallyEq he).congr_deriv ?_
    rw [cutoff_of_le k h.le, Nat.add_sub_cancel]
    push_cast
    ring
  · -- at the cutoff radius, factor out `s - rc`
    rw [h]
    have hf : ∀ s, cutoff (k + 1) rc s = (s - rc) * (-cutoff k rc s) := by
      intro s
      rcases le_total s rc with hs | hs
      · rw [cutoff_of_le _ hs, cutoff_of_le _ hs]
        ring
      · simp [cutoff_of_ge _ hs]
    refine (hasDerivAt_of_factor (h := fun s => -cutoff k rc s) hf
      (cutoff_continuous k rc).neg.continuousAt).congr_deriv ?_
    simp [cutoff_of_ge k (le_refl rc)]
  · have he : cutoff (k + 1) rc =ᶠ[𝓝 r] fun _ => (0 : ℝ) := by
      filter_upwards [Ioi_mem_nhds h] with s hs
      exact cutoff_of_ge _ (le_of_lt hs)
    refine ((hasDerivAt_const r (0 : ℝ)).congr_of_eventuallyEq he).congr_deriv ?_
    simp [cutoff_of_ge k h.le]
```

## Exactly k continuous derivatives

The induction for smoothness is now short: `hasDerivAt_cutoff` supplies the derivative and `ih` its smoothness.

```lean
/-- The cutoff factor of order `k` is `k` times continuously differentiable. -/
theorem cutoff_contDiff (k : ℕ) (rc : ℝ) : ContDiff ℝ k (cutoff k rc) := by
  induction k with
  | zero =>
    rw [Nat.cast_zero]
    exact contDiff_zero.2 (cutoff_continuous 0 rc)
  | succ k ih =>
    rw [Nat.cast_add, Nat.cast_one]
    exact contDiff_succ_of_hasDerivAt (hasDerivAt_cutoff k rc) (contDiff_const.mul ih)
```

The negative statement is local. `ContDiffAt` expresses smoothness at a point, so the theorem places the failure at rc itself. The base case is the absolute-value argument. In the step, `fderiv` applied to 1 is the ordinary derivative, and multiplication by the inverse of −(k+2) recovers c_k.

```lean
/-- The cutoff factor of order `k` is not `k + 1` times continuously differentiable at the
cutoff radius. -/
theorem cutoff_not_contDiffAt (k : ℕ) (rc : ℝ) :
    ¬ ContDiffAt ℝ (k + 1) (cutoff k rc) rc := by
  induction k with
  | zero =>
    -- a differentiable ramp would make the absolute value differentiable at zero
    intro h
    have hd : DifferentiableAt ℝ (cutoff 0 rc) rc := h.differentiableAt (by simp)
    have hc : DifferentiableAt ℝ (fun x => cutoff 0 rc (rc - x)) 0 :=
      DifferentiableAt.comp (0 : ℝ) (g := cutoff 0 rc) (f := fun x => rc - x)
        (by simpa using hd) (by fun_prop)
    apply not_differentiableAt_abs_zero
    have he : (fun x : ℝ => |x|) = fun x => 2 * cutoff 0 rc (rc - x) - x := by
      funext x
      rcases le_total 0 x with hx | hx
      · rw [abs_of_nonneg hx, cutoff_of_le 0 (by linarith)]
        ring
      · rw [abs_of_nonpos hx, cutoff_of_ge 0 (by linarith)]
        ring
    change DifferentiableAt ℝ (fun x : ℝ => |x|) 0
    rw [he]
    exact (hc.const_mul 2).sub differentiableAt_id
  | succ k ih =>
    -- one differentiation lowers the order of the cutoff by one
    intro h
    have h1 : ContDiffAt ℝ (k + 1 : ℕ)
        (fun r => fderiv ℝ (cutoff (k + 1) rc) r 1) rc :=
      (h.fderiv_right le_rfl).clm_apply contDiffAt_const
    have he : (fun r => fderiv ℝ (cutoff (k + 1) rc) r 1)
        = fun r => -((k : ℝ) + 2) * cutoff k rc r :=
      funext fun r => (hasDerivAt_cutoff k rc r).deriv
    rw [he, Nat.cast_add, Nat.cast_one] at h1
    have hk : -((k : ℝ) + 2) ≠ 0 := neg_ne_zero.mpr (by positivity)
    have h2 := (contDiffAt_const (c := (-((k : ℝ) + 2))⁻¹)).mul h1
    exact ih (h2.congr_of_eventuallyEq
      (Eventually.of_forall fun r => (inv_mul_cancel_left₀ hk _).symm))
```

The next theorem joins the two halves. Its first part holds for every C^k function `g`; its second concerns the bare factor, which is the case g = 1.

```lean
/-- Multiplying any `k` times continuously differentiable radial function by the cutoff factor
of order `k` gives a `k` times continuously differentiable function, while the factor itself
is not `k + 1` times continuously differentiable. -/
theorem truncation_regularity (k : ℕ) (rc : ℝ) :
    (∀ g : ℝ → ℝ, ContDiff ℝ k g → ContDiff ℝ k (fun r => cutoff k rc r * g r)) ∧
      ¬ ContDiff ℝ (k + 1) (cutoff k rc) :=
  ⟨fun _ hg => (cutoff_contDiff k rc).mul hg,
    fun h => cutoff_not_contDiffAt k rc h.contDiffAt⟩
```

## The criterion at the cutoff radius

For a differentiable g with g(rc) = 0, this lemma proves the derivative formula for c_0 g. It has the same three cases as before, and the hypothesis `h0` is used at rc and beyond it.

```lean
private theorem hasDerivAt_ramp_mul {rc : ℝ} {g : ℝ → ℝ} (hg : Differentiable ℝ g)
    (h0 : g rc = 0) (r : ℝ) : HasDerivAt (fun s => cutoff 0 rc s * g s)
      (-g (min r rc) + cutoff 0 rc r * deriv g r) r := by
  rcases lt_trichotomy r rc with h | h | h
  · have hp := ((hasDerivAt_id' r).const_sub rc).fun_mul (hg r).hasDerivAt
    have he : (fun s => cutoff 0 rc s * g s) =ᶠ[𝓝 r] fun s => (rc - s) * g s := by
      filter_upwards [Iio_mem_nhds h] with s hs
      rw [cutoff_of_le 0 (le_of_lt hs), zero_add, pow_one]
    refine (hp.congr_of_eventuallyEq he).congr_deriv ?_
    rw [cutoff_of_le 0 h.le, min_eq_left h.le]
    ring
  · rw [h]
    have hf : ∀ s, cutoff 0 rc s * g s = (s - rc) * (-g (min s rc)) := by
      intro s
      rcases le_total s rc with hs | hs
      · rw [cutoff_of_le 0 hs, min_eq_left hs]
        ring
      · rw [cutoff_of_ge 0 hs, min_eq_right hs, h0]
        ring
    refine (hasDerivAt_of_factor (h := fun s => -g (min s rc)) hf
      (hg.continuous.comp (continuous_id.min continuous_const)).neg.continuousAt).congr_deriv ?_
    simp [cutoff_of_ge 0 (le_refl rc)]
  · have he : (fun s => cutoff 0 rc s * g s) =ᶠ[𝓝 r] fun _ => (0 : ℝ) := by
      filter_upwards [Ioi_mem_nhds h] with s hs
      rw [cutoff_of_ge 0 (le_of_lt hs), zero_mul]
    refine ((hasDerivAt_const r (0 : ℝ)).congr_of_eventuallyEq he).congr_deriv ?_
    rw [cutoff_of_ge 0 h.le, min_eq_right h.le, h0]
    ring
```

The induction on k then follows the derivation above. In the base case the derivative is shown to be continuous. In the step, `h1` is the induction hypothesis applied to g, which has one more derivative than that hypothesis needs, and `hder` is the product rule.

```lean
/-- If a `k + 1` times continuously differentiable radial function vanishes at the cutoff
radius, its truncation of order `k` is `k + 1` times continuously differentiable. -/
theorem truncation_gains_derivative (k : ℕ) (rc : ℝ) (g : ℝ → ℝ)
    (hg : ContDiff ℝ (k + 1) g) (h0 : g rc = 0) :
    ContDiff ℝ (k + 1) (fun r => cutoff k rc r * g r) := by
  induction k with
  | zero =>
    obtain ⟨hd, -, hc⟩ := contDiff_succ_iff_deriv.1 hg
    refine contDiff_succ_of_hasDerivAt (hasDerivAt_ramp_mul hd h0) ?_
    rw [Nat.cast_zero]
    exact contDiff_zero.2 ((hd.continuous.comp (continuous_id.min continuous_const)).neg.add
      ((cutoff_continuous 0 rc).mul hc.continuous))
  | succ k ih =>
    obtain ⟨hd, -, hc⟩ := contDiff_succ_iff_deriv.1 hg
    have hg1 : ContDiff ℝ (k + 1 : ℕ) g := hg.of_le le_self_add
    have h1 : ContDiff ℝ (k + 1 : ℕ) (fun r => cutoff k rc r * g r) := by
      rw [Nat.cast_add, Nat.cast_one] at hg1 ⊢
      exact ih hg1
    -- product rule: both terms are `k + 1` times continuously differentiable, as required
    have hder : ∀ r, HasDerivAt (fun s => cutoff (k + 1) rc s * g s)
        (-((k : ℝ) + 2) * (cutoff k rc r * g r) + cutoff (k + 1) rc r * deriv g r) r :=
      fun r => ((hasDerivAt_cutoff k rc r).fun_mul (hd r).hasDerivAt).congr_deriv (by ring)
    exact contDiff_succ_of_hasDerivAt hder
      ((contDiff_const.mul h1).add ((cutoff_contDiff (k + 1) rc).mul hc))
```

The last theorem adds the converse. Assuming g(rc) ≠ 0, it divides the truncated function by g near rc and contradicts `cutoff_not_contDiffAt`. The hypothesis `hg` asks for k+1 continuous derivatives of g, one more than `truncation_regularity` needs.

```lean
/-- For a `k + 1` times continuously differentiable radial function, the truncation of order
`k` is `k + 1` times continuously differentiable exactly when the function vanishes at the
cutoff radius. -/
theorem truncation_contDiff_succ_iff (k : ℕ) (rc : ℝ) (g : ℝ → ℝ)
    (hg : ContDiff ℝ (k + 1) g) :
    ContDiff ℝ (k + 1) (fun r => cutoff k rc r * g r) ↔ g rc = 0 := by
  refine ⟨fun h => ?_, truncation_gains_derivative k rc g hg⟩
  by_contra h0
  -- near the cutoff radius, divide by `g` to recover the bare cutoff factor
  refine cutoff_not_contDiffAt k rc
    ((h.contDiffAt.div hg.contDiffAt h0).congr_of_eventuallyEq ?_)
  filter_upwards [hg.continuous.continuousAt.eventually_ne h0] with r hr
  exact (mul_div_cancel_right₀ _ hr).symm

end

end PolynomialCutoff
```

```lean
#print axioms PolynomialCutoff.truncation_regularity
#print axioms PolynomialCutoff.truncation_contDiff_succ_iff
```

```
'PolynomialCutoff.truncation_regularity' depends on axioms: [propext, Classical.choice, Quot.sound]
'PolynomialCutoff.truncation_contDiff_succ_iff' depends on axioms: [propext, Classical.choice, Quot.sound]
```
